# For spins one half, the commutator of S⁺ and S⁻ is the number of alphas minus the number of betas

A state of `N` spins one half is given here by a complex amplitude for each set `A` of sites carrying a beta spin, all other sites being alpha; it need not be normalised. The theorem `raise_lower` says that applying S⁻ and then S⁺ gives the same amplitude at `A` as applying them in the other order, plus `N - 2 * A.card` times the original amplitude. That factor is the number of alphas minus the number of betas, so this is the relation [S⁺, S⁻] = 2S_z, with ħ = 1, written out amplitude by amplitude. The proof splits each product into a term where the same site is flipped and flipped back, which counts alphas in one order and betas in the other, and a double sum over exchanges of an alpha with a beta. The double sums agree once the order of summation is swapped, and the difference of the two counts remains.

This version doesn't compile in Lean 4 with Mathlib:

```lean
import Mathlib

open Finset
open scoped ComplexConjugate

namespace SpinCharacters

noncomputable section

/-- A state of `N` spins one half: an amplitude for every set of sites carrying a beta spin. -/
abbrev State (N : ℕ) := Finset (Fin N) → ℂ

variable {N : ℕ}

/-- The total raising operator `S⁺`, which turns one beta into an alpha, summed over sites. -/
def raise : State N →ₗ[ℂ] State N where
  toFun ψ A := ∑ i ∈ Aᶜ, ψ (insert i A)
  map_add' φ ψ := by ext A; simp [sum_add_distrib]
  map_smul' c ψ := by ext A; simp [mul_sum]

/-- The total lowering operator `S⁻`, which turns one alpha into a beta, summed over sites. -/
def lower : State N →ₗ[ℂ] State N where
  toFun ψ A := ∑ i ∈ A, ψ (A.erase i)
  map_add' φ ψ := by ext A; simp [sum_add_distrib]
  map_smul' c ψ := by ext A; simp [mul_sum]

/-- The commutator of `S⁺` and `S⁻` multiplies each amplitude by the number of alphas minus
the number of betas. -/
theorem raise_lower (ψ : State N) (A : Finset (Fin N)) :
    raise (lower ψ) A = lower (raise ψ) A + ((N : ℂ) - 2 * A.card) * ψ A := by
  have h1 : raise (lower ψ) A = (Aᶜ.card : ℂ) * ψ A +
      ∑ i ∈ Aᶜ, ∑ j ∈ A, ψ (insert i (A.erase j)) := by
    change ∑ i ∈ Aᶜ, ∑ j ∈ insert i A, ψ ((insert i A).erase j) = _
    rw [← nsmul_eq_mul, ← sum_const, ← sum_add_distrib]
    refine sum_congr rfl fun i hi => ?_
    have hi' : i ∉ A := by simpa using hi
    rw [sum_insert hi', erase_insert hi']
    congr 1
    refine sum_congr rfl fun j hj => ?_
    rw [erase_insert_of_ne (fun h => hi' (h ▸ hj))]
  have h2 : lower (raise ψ) A = (A.card : ℂ) * ψ A +
      ∑ j ∈ A, ∑ i ∈ Aᶜ, ψ (insert i (A.erase j)) := by
    change ∑ j ∈ A, ∑ i ∈ (A.erase j)ᶜ, ψ (insert i (A.erase j)) = _
    rw [← nsmul_eq_mul, ← sum_const, ← sum_add_distrib]
    refine sum_congr rfl fun j hj => ?_
    rw [compl_erase, sum_insert (by simpa using hj), insert_erase hj]
  have h3 := sum_comm (s := Aᶜ) (t := A) (f := fun i j => ψ (insert i (A.erase j)))
  have hc : (Aᶜ.card : ℂ) = N - A.card := by
    rw [card_compl, Fintype.card_fin, Nat.cast_sub (by simpa using card_le_univ A)]
  rw [h1, h2, h3, hc]
  ring

end

end SpinCharacters
```

The error:

```
Main.lean:40:42: error: invalid `▸` notation, expected result type of cast is 
  i ∈ A
however, the equality 
  h
of type 
  ?m.181 = ?m.182
does not contain the expected result type on either the left or the right hand side
```

Cause. The lemma `erase_insert_of_ne` needs a proof that the inserted site differs from the erased one, here `i ≠ j`. The attempt supplies it inside the `rw` as a function taking an equality `h` to a contradiction: `h ▸ hj` should turn `hj : j ∈ A` into `i ∈ A`, which `hi'` denies.

But Lean elaborates this argument before matching the lemma against the goal, so the two sites are still unknown. The message shows this: `h` has type `?m.181 = ?m.182`, with placeholders on both sides. `▸` has to rewrite using `h`, and finds nothing in it that it can match with the expected `i ∈ A`. The mathematics of the step is sound.

The repair proves `hne : i ≠ j` first, with both sites named. There `rintro rfl` assumes them equal and replaces one by the other, after which `hi' hj` is a direct contradiction. Passing `hne` to `erase_insert_of_ne` then fixes both sites before the rewrite looks for its pattern.

After these edits no error is left:

```diff
@@ -38,5 +38,8 @@
     congr 1
     refine sum_congr rfl fun j hj => ?_
-    rw [erase_insert_of_ne (fun h => hi' (h ▸ hj))]
+    have hne : i ≠ j := by
+      rintro rfl
+      exact hi' hj
+    rw [erase_insert_of_ne hne]
   have h2 : lower (raise ψ) A = (A.card : ℂ) * ψ A +
       ∑ j ∈ A, ∑ i ∈ Aᶜ, ψ (insert i (A.erase j)) := by
```
